# The absolute line intensities of an antiphase multiplet of $m+1$ equivalent spins 1/2 sum to $2\binom{m}{\lfloor m/2\rfloor}$

For every natural number $m$, the coefficients of $(1-X)(1+X)^m$ have absolute values that sum to

$$2\binom{m}{\lfloor m/2\rfloor}.$$

This polynomial describes the first-order multiplet of a nucleus coupled equally to $m+1$ spins 1/2, with one coupling antiphase and the outer line scaled to 1.

## From couplings to a polynomial

Let the coefficient of $X^k$ be the intensity of line $k$, counted from one edge of the multiplet. An in-phase coupling to a spin 1/2 splits each line into two lines of half its intensity. With the outer line kept at 1, this is multiplication by $1+X$. An antiphase coupling gives the two lines opposite signs, hence the factor $1-X$. Two and three spins give the INEPT patterns $1:0:-1$ and $1:1:-1:-1$, with absolute sums 2 and 4.

The in-phase multiplet of the same spins, with its outer line also scaled to 1, has total intensity $2^{m+1}$. Relative to it, the absolute antiphase intensity is $2^{-m}\binom{m}{\lfloor m/2\rfloor}$. The sum $2\binom{m}{\lfloor m/2\rfloor}$ can check a simulated INEPT multiplet without refocusing, in the weak-coupling limit with equal couplings. This requires that the outer line is scaled to 1, that the observed nucleus's own polarization does not contribute, and that the intensities are summed line by line.

## Differences of neighbouring lines

Take any real polynomial $P$ as parent pattern, with coefficients $P_k$, and let $d_k$ be the coefficients of $(1-X)P$. Then

$$d_0=P_0,\qquad d_{k+1}=P_{k+1}-P_k .$$

The sum telescopes to $\sum_{k\le p}d_k=P_p$. Since $P$ has finitely many lines, the sum over all $k$ is zero, and the lines beyond $p$ sum to $-P_p$. With $A=\sum_k|d_k|$ this gives

$$A-2P_p=\sum_{k\le p}(|d_k|-d_k)+\sum_{k>p}(|d_k|+d_k).$$

No term on the right is negative, so $A\ge 2P_p$. Applying this to $-P$ as well gives $A\ge 2|P_p|$. Equality $A=2P_p$ holds exactly when $d_k\ge0$ for all $k\le p$ and $d_k\le0$ for all $k>p$.

## The binomial parent

Now let $P=(1+X)^m$ and $p=\lfloor m/2\rfloor$. The first line is $d_0=1$. For the others, use

$$(j+1)\binom{m}{j+1}=(m-j)\binom{m}{j},\qquad 0\le j\le m.$$

If $j+1\le\lfloor m/2\rfloor$, then $m-j\ge j+1$ and $d_{j+1}\ge0$. If $j+1>\lfloor m/2\rfloor$, then $m-j\le j+1$ and $d_{j+1}\le0$; for $j>m$ both binomials vanish. The equality criterion therefore gives $A=2\binom{m}{\lfloor m/2\rfloor}$.

For an even number $2j+2$ of spins, $m=2j+1$, and Pascal's rule with the symmetry of the row gives

$$2\binom{2j+1}{j}=\binom{2j+2}{j+1},$$

the central line of the in-phase multiplet.

## The statement in Lean

A multiplet is an element of `ℝ[X]`. `antiphase P` is $(1-X)P$, and `absIntensity` sums $|$coefficient$|$ over the support, the set of lines with nonzero intensity. In `antiphaseMultiplet m` the number of spins is $m+1$, so there is always a spin to carry the antiphase coupling. The division in `m / 2` is that of natural numbers and rounds down.

The product form is a definition, not derived from a Hamiltonian or a pulse sequence. Strong coupling, unequal couplings, relaxation and the cancellation of overlapping lines of finite width are not covered.

```lean
import Mathlib

open Polynomial

namespace AntiphaseIntensity

noncomputable section

/-- Antiphase splitting of a multiplet `P`: the pattern minus its copy shifted by one line
spacing. The coefficient of `X ^ k` is the intensity of line `k`. -/
def antiphase (P : ℝ[X]) : ℝ[X] := (1 - X) * P

/-- The sum of the absolute intensities of all lines of a multiplet. -/
def absIntensity (Q : ℝ[X]) : ℝ := ∑ k ∈ Q.support, |Q.coeff k|

/-- The antiphase multiplet of `m + 1` equivalent spins 1/2: one coupling is antiphase and
the other `m` are in phase. -/
def antiphaseMultiplet (m : ℕ) : ℝ[X] := antiphase ((1 + X) ^ m)

/-- The first antiphase line has the intensity of the first line of the parent pattern. -/
theorem antiphase_coeff_zero (P : ℝ[X]) : (antiphase P).coeff 0 = P.coeff 0 := by
  simp [antiphase, mul_coeff_zero]

/-- Each further antiphase line is the difference of two neighbouring parent lines. -/
theorem antiphase_coeff_succ (P : ℝ[X]) (k : ℕ) :
    (antiphase P).coeff (k + 1) = P.coeff (k + 1) - P.coeff k := by
  unfold antiphase
  rw [sub_mul, one_mul, coeff_sub, coeff_X_mul]

/-- The antiphase intensities summed from line `0` to line `p` give the intensity of the
parent line `p`. -/
theorem sum_antiphase_coeff (P : ℝ[X]) (p : ℕ) :
    ∑ k ∈ Finset.range (p + 1), (antiphase P).coeff k = P.coeff p := by
  induction p with
  | zero => simp [antiphase_coeff_zero]
  | succ p ih =>
    rw [Finset.sum_range_succ, ih, antiphase_coeff_succ]
    ring

private lemma antiphase_coeff_eq_zero (P : ℝ[X]) (k : ℕ) (h : P.natDegree + 1 < k) :
    (antiphase P).coeff k = 0 := by
  obtain ⟨j, rfl⟩ : ∃ j, k = j + 1 := ⟨k - 1, by omega⟩
  rw [antiphase_coeff_succ, coeff_eq_zero_of_natDegree_lt (by omega),
    coeff_eq_zero_of_natDegree_lt (by omega), sub_zero]

private lemma absIntensity_eq_range (Q : ℝ[X]) (N : ℕ)
    (h : ∀ k, N ≤ k → Q.coeff k = 0) :
    absIntensity Q = ∑ k ∈ Finset.range N, |Q.coeff k| := by
  unfold absIntensity
  apply Finset.sum_subset
  · intro k hk
    rw [Finset.mem_range]
    by_contra hlt
    exact (mem_support_iff.1 hk) (h k (by omega))
  · intro k _ hk
    rw [notMem_support_iff.1 hk, abs_zero]

/-- The absolute antiphase intensity exceeds twice the parent line `p` by the weight of
negative lines up to `p` and of positive lines beyond `p`, each counted twice. -/
theorem absIntensity_excess (P : ℝ[X]) (p : ℕ) :
    absIntensity (antiphase P) - 2 * P.coeff p =
      ∑ k ∈ Finset.range (p + 1), (|(antiphase P).coeff k| - (antiphase P).coeff k) +
      ∑ i ∈ Finset.range (P.natDegree + 1),
        (|(antiphase P).coeff (p + 1 + i)| + (antiphase P).coeff (p + 1 + i)) := by
  have hN := absIntensity_eq_range (antiphase P) (p + 1 + (P.natDegree + 1))
    (fun k hk => antiphase_coeff_eq_zero P k (by omega))
  have h1 := sum_antiphase_coeff P p
  -- the signed intensities cancel over the whole multiplet
  have h2 : ∑ k ∈ Finset.range (p + 1 + (P.natDegree + 1)), (antiphase P).coeff k = 0 := by
    have h := sum_antiphase_coeff P (p + 1 + P.natDegree)
    rw [coeff_eq_zero_of_natDegree_lt (by omega)] at h
    exact h
  rw [Finset.sum_range_add] at hN h2
  rw [hN, Finset.sum_sub_distrib, Finset.sum_add_distrib]
  linarith

/-- For any parent pattern, the absolute antiphase intensity is at least twice the magnitude
of every parent line. -/
theorem two_mul_abs_coeff_le (P : ℝ[X]) (p : ℕ) :
    2 * |P.coeff p| ≤ absIntensity (antiphase P) := by
  have key : ∀ R : ℝ[X], 2 * R.coeff p ≤ absIntensity (antiphase R) := by
    intro R
    have hx := absIntensity_excess R p
    have hA : 0 ≤ ∑ k ∈ Finset.range (p + 1),
        (|(antiphase R).coeff k| - (antiphase R).coeff k) :=
      Finset.sum_nonneg fun k _ => sub_nonneg.2 (le_abs_self _)
    have hB : 0 ≤ ∑ i ∈ Finset.range (R.natDegree + 1),
        (|(antiphase R).coeff (p + 1 + i)| + (antiphase R).coeff (p + 1 + i)) :=
      Finset.sum_nonneg fun i _ => by
        linarith [neg_abs_le ((antiphase R).coeff (p + 1 + i))]
    linarith
  -- reversing the sign of the parent pattern leaves the absolute intensity unchanged
  have hneg : absIntensity (antiphase (-P)) = absIntensity (antiphase P) := by
    simp [absIntensity, antiphase, mul_neg]
  have h1 := key P
  have h2 := key (-P)
  rw [hneg, coeff_neg] at h2
  rcases abs_cases (P.coeff p) with h | h <;> linarith [h.1]

/-- The absolute antiphase intensity equals twice the parent line `p` exactly when no
antiphase line up to `p` is negative and no later one is positive. -/
theorem absIntensity_eq_iff (P : ℝ[X]) (p : ℕ) :
    absIntensity (antiphase P) = 2 * P.coeff p ↔
      (∀ k ≤ p, 0 ≤ (antiphase P).coeff k) ∧ (∀ k > p, (antiphase P).coeff k ≤ 0) := by
  have hx := absIntensity_excess P p
  constructor
  · intro h
    have hA : ∀ k ∈ Finset.range (p + 1),
        0 ≤ |(antiphase P).coeff k| - (antiphase P).coeff k :=
      fun k _ => sub_nonneg.2 (le_abs_self _)
    have hB : ∀ i ∈ Finset.range (P.natDegree + 1),
        0 ≤ |(antiphase P).coeff (p + 1 + i)| + (antiphase P).coeff (p + 1 + i) :=
      fun i _ => by linarith [neg_abs_le ((antiphase P).coeff (p + 1 + i))]
    have sA := Finset.sum_nonneg hA
    have sB := Finset.sum_nonneg hB
    -- a vanishing sum of nonnegative terms vanishes term by term
    have zA := (Finset.sum_eq_zero_iff_of_nonneg hA).1 (by linarith)
    have zB := (Finset.sum_eq_zero_iff_of_nonneg hB).1 (by linarith)
    refine ⟨fun k hk => ?_, fun k hk => ?_⟩
    · have := zA k (Finset.mem_range.2 (by omega))
      linarith [abs_nonneg ((antiphase P).coeff k)]
    · obtain ⟨i, rfl⟩ : ∃ i, k = p + 1 + i := ⟨k - (p + 1), by omega⟩
      by_cases hi : i < P.natDegree + 1
      · have := zB i (Finset.mem_range.2 hi)
        linarith [abs_nonneg ((antiphase P).coeff (p + 1 + i))]
      · exact (antiphase_coeff_eq_zero P _ (by omega)).le
  · rintro ⟨hu, hd⟩
    rw [Finset.sum_eq_zero (fun k hk => by
        rw [abs_of_nonneg (hu k (by have := Finset.mem_range.1 hk; omega)), sub_self]),
      Finset.sum_eq_zero (fun i _ => by
        rw [abs_of_nonpos (hd (p + 1 + i) (by omega)), neg_add_cancel])] at hx
    linarith

/-- The absolute line intensities of the antiphase multiplet of `m + 1` equivalent spins 1/2
sum to twice the binomial coefficient `m` over `⌊m/2⌋`. -/
theorem absIntensity_antiphaseMultiplet (m : ℕ) :
    absIntensity (antiphaseMultiplet m) = 2 * (m.choose (m / 2) : ℝ) := by
  rw [← coeff_one_add_X_pow ℝ m (m / 2)]
  refine (absIntensity_eq_iff _ _).2 ⟨fun k hk => ?_, fun k hk => ?_⟩
  · -- binomial intensities rise up to the centre
    cases k with
    | zero =>
      rw [antiphase_coeff_zero, coeff_one_add_X_pow]
      positivity
    | succ j =>
      rw [antiphase_coeff_succ, coeff_one_add_X_pow, coeff_one_add_X_pow, sub_nonneg]
      exact_mod_cast Nat.choose_le_succ_of_lt_half_left (by omega)
  · -- and fall beyond it
    obtain ⟨j, rfl⟩ : ∃ j, k = j + 1 := ⟨k - 1, by omega⟩
    rw [antiphase_coeff_succ, coeff_one_add_X_pow, coeff_one_add_X_pow, sub_nonpos]
    have h : m.choose (j + 1) * (j + 1) ≤ m.choose j * (j + 1) := by
      rw [Nat.choose_succ_right_eq]
      exact Nat.mul_le_mul_left _ (by omega)
    exact_mod_cast Nat.le_of_mul_le_mul_right h (Nat.succ_pos j)

/-- For an even number `2 * j + 2` of equivalent spins, the absolute antiphase intensity
equals the central line of the in-phase multiplet of the same spins. -/
theorem absIntensity_even_spins (j : ℕ) :
    absIntensity (antiphaseMultiplet (2 * j + 1)) =
      ((1 + X : ℝ[X]) ^ (2 * j + 2)).coeff (j + 1) := by
  rw [absIntensity_antiphaseMultiplet, coeff_one_add_X_pow,
    show (2 * j + 1) / 2 = j by omega]
  have h : (2 * j + 2).choose (j + 1) = 2 * (2 * j + 1).choose j := by
    rw [Nat.choose_succ_succ' (2 * j + 1) j, Nat.choose_symm_half]
    ring
  rw [h]
  push_cast
  ring

/-- Two and three equivalent spins give the antiphase patterns 1:0:-1 and 1:1:-1:-1. -/
theorem antiphase_patterns :
    antiphaseMultiplet 1 = 1 - X ^ 2 ∧
      antiphaseMultiplet 2 = 1 + X - X ^ 2 - X ^ 3 := by
  constructor <;> unfold antiphaseMultiplet antiphase <;> ring

end

end AntiphaseIntensity
```

```lean
#print axioms AntiphaseIntensity.two_mul_abs_coeff_le
#print axioms AntiphaseIntensity.absIntensity_antiphaseMultiplet
#print axioms AntiphaseIntensity.absIntensity_even_spins
#print axioms AntiphaseIntensity.antiphase_patterns
```

```
'AntiphaseIntensity.two_mul_abs_coeff_le' depends on axioms: [propext, Classical.choice, Quot.sound]
'AntiphaseIntensity.absIntensity_antiphaseMultiplet' depends on axioms: [propext, Classical.choice, Quot.sound]
'AntiphaseIntensity.absIntensity_even_spins' depends on axioms: [propext, Classical.choice, Quot.sound]
'AntiphaseIntensity.antiphase_patterns' depends on axioms: [propext, Classical.choice, Quot.sound]
```

## How the proof runs

`antiphase_coeff_zero` and `antiphase_coeff_succ` are the difference rule, and `sum_antiphase_coeff` telescopes it by induction. `absIntensity_excess` is the identity for $A-2P_p$. From it, `two_mul_abs_coeff_le` obtains the bound by treating $P$ and $-P$ alike.

In `absIntensity_eq_iff`, the forward direction uses that a vanishing sum of nonnegative terms vanishes term by term; the converse evaluates both sums as zero. `absIntensity_antiphaseMultiplet` rewrites the binomial coefficient as a parent line and applies the converse. A Mathlib lemma supplies the rise to the centre, and the fall comes from the identity above after cancelling $j+1$. `absIntensity_even_spins` is the Pascal step, and `antiphase_patterns` expands the two products with `ring`.

## Trading the support for a range

The Lean identity is stated with sums over ranges of consecutive lines, whereas the support may have gaps: in $1:0:-1$ the middle line is missing. `Finset.sum_subset` says that a sum may be extended to a larger finite set if every added term is zero. `absIntensity_eq_range` uses it to replace the support by all indices below some `N`. With `N` equal to `p + 1 + (P.natDegree + 1)`, the range contains line $p$ and every antiphase line, and `Finset.sum_range_add` cuts it in the right place.
